# Slater's averaged exchange potential lies between minus the Hartree potential and zero for a projector density matrix and a nonnegative kernel, wherever the density is positive

## The self-repulsion to be cancelled

The Hartree potential is built from the whole density, so a single electron described by it alone is repelled by its own charge. Exchange has to remove this repulsion. If an averaged exchange potential removed too little for one electron, a spurious self-interaction potential would remain; if it removed more than the whole Hartree potential, the sum of the two would be negative although the interaction is repulsive. For a Hermitian idempotent density matrix on a finite grid and a nonnegative kernel, Slater's averaged potential does neither at points of positive density.

## Density matrix and potentials

Let $c(x,y)$ be the density matrix, with $c^\dagger=c$ and $c^2=c$, as for a single Slater determinant. Let $v(x,y)$ be a real interaction kernel. Define

$$\rho(x)=\mathrm{Re}\,c(x,x),\qquad N=\sum_y\rho(y),\qquad V_H(x)=\sum_y v(x,y)\rho(y).$$

Where $\rho(x)>0$, Slater's potential at $x$ is the number $u$ with

$$\rho(x)\,u=-\sum_y v(x,y)|c(x,y)|^2 .$$

At a point with $\rho(x)>0$:

- If $v(x,y)\ge 0$ for all $y$, then $-V_H(x)\le u\le 0$.
- If $N=1$, then $u=-V_H(x)$ for any real kernel.
- If $v(x,y)>0$ for all $y\ne x$ and $u=-V_H(x)$, then $N=1$.
- If $m\le v(x,y)\le M$ for all $y\neq x$, then $m(N-1)\le V_H(x)+u\le M(N-1)$.

## Derivation from the pair density

Hermiticity and the diagonal of $c^2=c$ give

$$\sum_y|c(x,y)|^2=\sum_y c(x,y)c(y,x)=\rho(x).$$

Applying Cauchy-Schwarz to $c(x,y)=\sum_z c(x,z)c(z,y)$ gives

$$|c(x,y)|^2\le\sum_z|c(x,z)|^2\sum_z|c(y,z)|^2=\rho(x)\rho(y).$$

The pair density $P(x,y)=\rho(x)\rho(y)-|c(x,y)|^2$ is therefore nonnegative. It vanishes at $y=x$, because $c(x,x)$ is real. Summing over $y$ gives

$$\sum_y P(x,y)=\rho(x)N-\rho(x)=\rho(x)(N-1).$$

The definitions of $V_H$ and $u$ combine to

$$\rho(x)\,(V_H(x)+u)=\sum_y v(x,y)P(x,y).$$

For $v\ge0$ the right side is nonnegative, and dividing by $\rho(x)$ gives the lower bound. The upper bound follows from the sign in the definition of $u$.

If $N=1$, the nonnegative numbers $P(x,y)$ sum to zero, so each vanishes and $V_H(x)+u=0$. Conversely, if $V_H(x)+u=0$ and $v(x,y)>0$ off the diagonal, every $P(x,y)$ vanishes, so $\rho(x)(N-1)=0$ and $N=1$.

Finally, $mP(x,y)\le v(x,y)P(x,y)\le MP(x,y)$ holds for every $y$, trivially at $y=x$. Summing and dividing by $\rho(x)$ gives the estimate in $N-1$.

## Reading the Lean statements

The finite type `n` is the grid, `c` a complex matrix and `v` a real function of two points. `density`, `electronNumber`, `hartree` and `pairDensity` are $\rho$, $N$, $V_H$ and $P$. `IsSlaterPotential v c x u` is the defining equation for $u$; `isSlaterPotential_iff` recovers the usual quotient when $\rho(x)>0$.

Sums carry unit weight, so positive quadrature weights $w$ must be absorbed into the matrix, as $\sqrt{w(x)}\,c(x,y)\sqrt{w(y)}$; the kernel is then left unchanged. Idempotency means occupations zero or one: electrons are spinless, or the index includes spin. Fractional occupations and the continuum are not covered. The kernel need not be symmetric, and `c` need not solve the Hartree-Fock equations. The local approximation proportional to $\rho^{1/3}$, often also called Slater exchange, is a different potential, and the theorems do not cover it.

```lean
import Mathlib

open Matrix

namespace SlaterAveragedExchange

noncomputable section

variable {n : Type*} [Fintype n]

/-- The electron density at the grid point `x`: the real part of the diagonal entry of the density
matrix. -/
def density (c : Matrix n n ℂ) (x : n) : ℝ := (c x x).re

/-- The number of electrons: the density summed over the grid. -/
def electronNumber (c : Matrix n n ℂ) : ℝ := ∑ y, density c y

/-- The Hartree potential at `x` for the interaction kernel `v`. -/
def hartree (v : n → n → ℝ) (c : Matrix n n ℂ) (x : n) : ℝ := ∑ y, v x y * density c y

/-- The number `u` is a value of Slater's averaged exchange potential at `x`: density times `u`
is minus the sum of `v(x,y) |c(x,y)|²` over `y`. -/
def IsSlaterPotential (v : n → n → ℝ) (c : Matrix n n ℂ) (x : n) (u : ℝ) : Prop :=
  density c x * u = -∑ y, v x y * ‖c x y‖ ^ 2

/-- The pair density `ρ(x) ρ(y) - |c(x,y)|²`. -/
def pairDensity (c : Matrix n n ℂ) (x y : n) : ℝ :=
  density c x * density c y - ‖c x y‖ ^ 2

/-- Where the density is positive, Slater's potential is the usual quotient `(-∑ v(x,y) |c(x,y)|²) /
ρ(x)`. -/
theorem isSlaterPotential_iff (v : n → n → ℝ) (c : Matrix n n ℂ) {x : n} {u : ℝ}
    (hρ : 0 < density c x) :
    IsSlaterPotential v c x u ↔ u = (-∑ y, v x y * ‖c x y‖ ^ 2) / density c x := by
  unfold IsSlaterPotential
  rw [eq_div_iff hρ.ne', mul_comm u]

/-- The pair density of a Hermitian idempotent density matrix is nonnegative, vanishes when the
two points coincide, and sums over the second point to `ρ(x) (N - 1)`. -/
theorem pairDensity_properties {c : Matrix n n ℂ} (hc : c.IsHermitian) (hi : c * c = c)
    (x : n) :
    (∀ y, 0 ≤ pairDensity c x y) ∧ pairDensity c x x = 0 ∧
      ∑ y, pairDensity c x y = density c x * (electronNumber c - 1) := by
  have hsymm : ∀ a b, ‖c a b‖ = ‖c b a‖ := by
    intro a b
    have h := congrArg norm (hc.apply a b)
    rw [norm_star] at h
    exact h.symm
  -- idempotency: the squared moduli in a row add up to the density
  have hrow : ∀ a, ∑ b, ‖c a b‖ ^ 2 = density c a := by
    intro a
    have h : ((c * c) a a).re = (c a a).re := by rw [hi]
    rw [Matrix.mul_apply, Complex.re_sum] at h
    unfold density
    refine Eq.trans (Finset.sum_congr rfl fun b _ => ?_) h
    have hb : c b a = star (c a b) := (hc.apply b a).symm
    rw [hb, Complex.sq_norm, Complex.normSq_apply]
    simp [Complex.mul_re]
  refine ⟨fun y => ?_, ?_, ?_⟩
  · -- Cauchy-Schwarz applied to c(x,y) = ∑ c(x,z) c(z,y)
    have h1 : ‖c x y‖ ≤ ∑ z, ‖c x z‖ * ‖c y z‖ := by
      have h : c x y = ∑ z, c x z * c z y := by rw [← Matrix.mul_apply, hi]
      rw [h]
      refine (norm_sum_le _ _).trans (le_of_eq (Finset.sum_congr rfl fun z _ => ?_))
      rw [norm_mul, hsymm z y]
    have h2 : ‖c x y‖ ^ 2 ≤ density c x * density c y := by
      calc ‖c x y‖ ^ 2 ≤ (∑ z, ‖c x z‖ * ‖c y z‖) ^ 2 :=
            pow_le_pow_left₀ (norm_nonneg _) h1 2
        _ ≤ (∑ z, ‖c x z‖ ^ 2) * (∑ z, ‖c y z‖ ^ 2) :=
            Finset.sum_mul_sq_le_sq_mul_sq _ _ _
        _ = density c x * density c y := by rw [hrow x, hrow y]
    exact sub_nonneg.mpr h2
  · have him : (c x x).im = 0 := Complex.conj_eq_iff_im.mp (hc.apply x x)
    unfold pairDensity density
    rw [Complex.sq_norm, Complex.normSq_apply, him]
    ring
  · unfold pairDensity
    rw [Finset.sum_sub_distrib, ← Finset.mul_sum, hrow x]
    unfold electronNumber
    ring

/-- The density times the sum of Hartree and Slater potentials is the interaction kernel summed
against the pair density. -/
theorem density_mul_hartree_add_slater {v : n → n → ℝ} {c : Matrix n n ℂ} {x : n} {u : ℝ}
    (hu : IsSlaterPotential v c x u) :
    density c x * (hartree v c x + u) = ∑ y, v x y * pairDensity c x y := by
  unfold IsSlaterPotential at hu
  rw [mul_add, hu]
  unfold hartree pairDensity
  rw [Finset.mul_sum, ← sub_eq_add_neg, ← Finset.sum_sub_distrib]
  refine Finset.sum_congr rfl fun y _ => ?_
  ring

/-- For a Hermitian idempotent density matrix and a kernel with nonnegative entries, Slater's
averaged exchange potential lies between minus the Hartree potential and zero wherever the density
is positive. -/
theorem slater_between_neg_hartree_and_zero {v : n → n → ℝ} {c : Matrix n n ℂ}
    (hc : c.IsHermitian) (hi : c * c = c) {x : n} {u : ℝ} (hρ : 0 < density c x)
    (hv : ∀ y, 0 ≤ v x y) (hu : IsSlaterPotential v c x u) :
    -hartree v c x ≤ u ∧ u ≤ 0 := by
  constructor
  · have h : 0 ≤ hartree v c x + u := by
      refine le_of_mul_le_mul_left ?_ hρ
      rw [mul_zero, density_mul_hartree_add_slater hu]
      exact Finset.sum_nonneg fun y _ =>
        mul_nonneg (hv y) ((pairDensity_properties hc hi x).1 y)
    linarith
  · refine le_of_mul_le_mul_left ?_ hρ
    have hs : 0 ≤ ∑ y, v x y * ‖c x y‖ ^ 2 :=
      Finset.sum_nonneg fun y _ => mul_nonneg (hv y) (sq_nonneg _)
    unfold IsSlaterPotential at hu
    rw [mul_zero, hu]
    linarith

/-- For a Hermitian idempotent density matrix with electron number one, Slater's potential is
exactly minus the Hartree potential wherever the density is positive, for any real kernel. -/
theorem slater_eq_neg_hartree_of_one_electron {v : n → n → ℝ} {c : Matrix n n ℂ}
    (hc : c.IsHermitian) (hi : c * c = c) {x : n} {u : ℝ} (hρ : 0 < density c x)
    (hN : electronNumber c = 1) (hu : IsSlaterPotential v c x u) :
    u = -hartree v c x := by
  obtain ⟨hpos, -, hsum⟩ := pairDensity_properties hc hi x
  rw [hN, sub_self, mul_zero] at hsum
  -- nonnegative pair densities with zero sum all vanish
  have hz := (Finset.sum_eq_zero_iff_of_nonneg (fun y _ => hpos y)).mp hsum
  have h := density_mul_hartree_add_slater hu
  rw [Finset.sum_eq_zero (fun y hy => by rw [hz y hy, mul_zero])] at h
  have h' := (mul_eq_zero.mp h).resolve_left hρ.ne'
  linarith

/-- For a Hermitian idempotent density matrix with positive density at `x`, if the kernel is
positive between `x` and every other point, Slater's potential at `x` can equal minus the Hartree
potential only for one electron. -/
theorem one_electron_of_slater_eq_neg_hartree {v : n → n → ℝ} {c : Matrix n n ℂ}
    (hc : c.IsHermitian) (hi : c * c = c) {x : n} (hρ : 0 < density c x)
    (hv : ∀ y, y ≠ x → 0 < v x y) (hu : IsSlaterPotential v c x (-hartree v c x)) :
    electronNumber c = 1 := by
  obtain ⟨hpos, hself, hsum⟩ := pairDensity_properties hc hi x
  have h := density_mul_hartree_add_slater hu
  rw [add_neg_cancel, mul_zero] at h
  have hterm : ∀ y ∈ Finset.univ, 0 ≤ v x y * pairDensity c x y := by
    intro y _
    by_cases hy : y = x
    · rw [hy, hself, mul_zero]
    · exact mul_nonneg (hv y hy).le (hpos y)
  have hz := (Finset.sum_eq_zero_iff_of_nonneg hterm).mp h.symm
  have hp : ∀ y ∈ Finset.univ, pairDensity c x y = 0 := by
    intro y hy'
    by_cases hy : y = x
    · rw [hy, hself]
    · exact (mul_eq_zero.mp (hz y hy')).resolve_left (hv y hy).ne'
  rw [Finset.sum_eq_zero hp] at hsum
  have h' := (mul_eq_zero.mp hsum.symm).resolve_left hρ.ne'
  linarith

/-- For a Hermitian idempotent density matrix with positive density at `x`, if the kernel between
`x` and every other point lies between `m` and `M`, the sum of Hartree and Slater potentials at `x`
lies between `m (N - 1)` and `M (N - 1)`. -/
theorem hartree_add_slater_bounds {v : n → n → ℝ} {c : Matrix n n ℂ}
    (hc : c.IsHermitian) (hi : c * c = c) {x : n} {u m M : ℝ} (hρ : 0 < density c x)
    (hv : ∀ y, y ≠ x → m ≤ v x y ∧ v x y ≤ M) (hu : IsSlaterPotential v c x u) :
    m * (electronNumber c - 1) ≤ hartree v c x + u ∧
      hartree v c x + u ≤ M * (electronNumber c - 1) := by
  obtain ⟨hpos, hself, hsum⟩ := pairDensity_properties hc hi x
  have hconst : ∀ k : ℝ, density c x * (k * (electronNumber c - 1)) =
      ∑ y, k * pairDensity c x y := by
    intro k
    rw [← Finset.mul_sum, hsum]
    ring
  constructor
  · refine le_of_mul_le_mul_left ?_ hρ
    rw [hconst, density_mul_hartree_add_slater hu]
    refine Finset.sum_le_sum fun y _ => ?_
    by_cases hy : y = x
    · rw [hy, hself, mul_zero, mul_zero]
    · exact mul_le_mul_of_nonneg_right (hv y hy).1 (hpos y)
  · refine le_of_mul_le_mul_left ?_ hρ
    rw [hconst, density_mul_hartree_add_slater hu]
    refine Finset.sum_le_sum fun y _ => ?_
    by_cases hy : y = x
    · rw [hy, hself, mul_zero, mul_zero]
    · exact mul_le_mul_of_nonneg_right (hv y hy).2 (hpos y)

/-- A density matrix of two electrons on three grid points. -/
def twoElectron : Matrix (Fin 3) (Fin 3) ℂ :=
  !![2/3, -1/3, -1/3; -1/3, 2/3, -1/3; -1/3, -1/3, 2/3]

/-- A complex density matrix of one electron on two grid points. -/
def oneElectron : Matrix (Fin 2) (Fin 2) ℂ :=
  !![1/2, -Complex.I/2; Complex.I/2, 1/2]

/-- The two-electron matrix is Hermitian and idempotent with density `2/3` everywhere; for the
constant kernel `1` its Hartree potential is `2` and its Slater potential is `-1`. -/
theorem twoElectron_witness :
    twoElectron.IsHermitian ∧ twoElectron * twoElectron = twoElectron ∧
      ∀ x, density twoElectron x = 2/3 ∧ hartree (fun _ _ => 1) twoElectron x = 2 ∧
        IsSlaterPotential (fun _ _ => 1) twoElectron x (-1) := by
  refine ⟨?_, ?_, fun x => ⟨?_, ?_, ?_⟩⟩
  · ext i j
    fin_cases i <;> fin_cases j <;> simp [twoElectron]
  · ext i j
    fin_cases i <;> fin_cases j <;>
      simp [twoElectron, Matrix.mul_apply, Fin.sum_univ_succ] <;> norm_num
  · fin_cases x <;> simp [density, twoElectron]
  · simp [hartree, density, twoElectron, Fin.sum_univ_succ]
    norm_num
  · fin_cases x <;>
      simp [IsSlaterPotential, density, twoElectron, Fin.sum_univ_succ] <;> norm_num

/-- The one-electron matrix is Hermitian and idempotent, has electron number one, and has
density `1/2` at both points. -/
theorem oneElectron_witness :
    oneElectron.IsHermitian ∧ oneElectron * oneElectron = oneElectron ∧
      electronNumber oneElectron = 1 ∧ ∀ x, density oneElectron x = 1/2 := by
  refine ⟨?_, ?_, ?_, fun x => ?_⟩
  · ext i j
    fin_cases i <;> fin_cases j <;> simp [oneElectron]
  · ext i j
    fin_cases i <;> fin_cases j <;>
      simp [oneElectron, Matrix.mul_apply, Fin.sum_univ_succ, Complex.ext_iff] <;> norm_num
  · simp [electronNumber, density, oneElectron, Fin.sum_univ_succ]
    norm_num
  · fin_cases x <;> simp [density, oneElectron]

end

end SlaterAveragedExchange
```

```lean
#print axioms SlaterAveragedExchange.slater_between_neg_hartree_and_zero
#print axioms SlaterAveragedExchange.slater_eq_neg_hartree_of_one_electron
#print axioms SlaterAveragedExchange.one_electron_of_slater_eq_neg_hartree
#print axioms SlaterAveragedExchange.hartree_add_slater_bounds
```

```
'SlaterAveragedExchange.slater_between_neg_hartree_and_zero' depends on axioms: [propext, Classical.choice, Quot.sound]
'SlaterAveragedExchange.slater_eq_neg_hartree_of_one_electron' depends on axioms: [propext, Classical.choice, Quot.sound]
'SlaterAveragedExchange.one_electron_of_slater_eq_neg_hartree' depends on axioms: [propext, Classical.choice, Quot.sound]
'SlaterAveragedExchange.hartree_add_slater_bounds' depends on axioms: [propext, Classical.choice, Quot.sound]
```

## How the proof follows the derivation

`pairDensity_properties` contains the three facts about $P$. Inside it, `hrow` is the row sum from idempotency, and `Finset.sum_mul_sq_le_sq_mul_sq` is Cauchy-Schwarz for the real moduli, after the triangle inequality. `density_mul_hartree_add_slater` is the identity for $V_H+u$; it is pure algebra and uses neither Hermiticity nor idempotency.

In the two theorems with bounds, `le_of_mul_le_mul_left` cancels the positive density. The one-electron equality and its converse use `Finset.sum_eq_zero_iff_of_nonneg` to pass from a vanishing sum to vanishing terms. Where the kernel is restricted only off the diagonal, a case split on `y = x` uses $P(x,x)=0$.

The witnesses are checked entry by entry. `twoElectron` has density $2/3$ at three points; with $v=1$ it gives $V_H=2$ and $u=-1$, so $V_H+u=1=N-1$. `oneElectron` is a complex projector with $N=1$ and density $1/2$ at two points.

For density matrices of this finite, idempotent kind, and with the same kernel in the Hartree and Slater potentials, the one-electron equality can serve as a check on a computed Slater potential at points of positive density. So can the inequalities, if the kernel satisfies their hypotheses; the bounds $-V_H(x)\le u\le 0$ are not guaranteed for a kernel that takes negative values.
